# For n identical distant broken pairs, the singlet-projected energy per pair tends to the UHF value

A size-consistent method gives $n$ identical, well-separated bonds $n$ times the energy it gives one. To see how spin projection behaves in this respect, one can project the broken-symmetry state of $n$ stretched bonds onto total spin zero, divide the energy by $n$, and compare it with the projected energy of a single bond and with the unprojected energy per bond. For identical, non-interacting pairs whose state is held fixed during projection, the total energy gained approaches a finite constant, so the gain per pair vanishes as $n$ grows. This holds for every triplet weight $0<w<1$, which includes the range $0<w\le 1/2$ of a two-orbital unrestricted Hartree–Fock (UHF) pair.

## Distant pairs: a product state and a sum of energies

Each pair is in the state $a|S\rangle+b|T_z\rangle$, with real amplitudes $a,b$ and triplet weight $w=b^2$. The singlet energy is $E_S$ and the triplet energy is $E_T$, written `ES` and `ET` in the code. Spin symmetry forbids a matrix element between singlet and triplet, so the pair Hamiltonian is diagonal.

Projection onto total spin zero averages the state over spin rotations. Rotations about $z$ leave it unchanged, so only the angle $\beta$ about $y$ remains, with weight $\sin\beta$. The singlet is invariant, and the triplet turns as a vector in the $zx$ plane. Three basis states therefore suffice.

Distance enters by hand in two places. The state is a product, so if one pair has overlap $f$ with its rotated copy, $n$ pairs have overlap $f^n$. The Hamiltonian is a sum over pairs, so with the one-pair energy kernel $h$ its matrix element is $n\,h f^{n-1}$. Because the Hamiltonian commutes with the projector, one projector is enough, and the energy per pair is

$$E_n=\frac{\int_0^1 h\,f^{n-1}\,dx}{\int_0^1 f^n\,dx},\qquad x=\frac{1-\cos\beta}{2}.$$

In the file this factorisation is built into the definition `projectedEnergy`; no $n$-pair tensor product is constructed. Without the distance assumption, interactions between pairs would add further kernels. The values of $w$, $E_S$ and $E_T$ are also the same for all $n$, which describes projection after the orbitals have been optimised, not reoptimisation of the projected energy.

```lean
import Mathlib

open Matrix Filter Topology

namespace ProjectedBrokenPairs

noncomputable section

/-- A broken-symmetry pair with singlet amplitude `a` and triplet amplitude `b`,
in the basis (singlet, triplet along z, triplet along x). -/
def pairState (a b : ℝ) : Fin 3 → ℝ := ![a, b, 0]

/-- Spin rotation by the angle `β` about the y axis: the singlet is invariant and the
triplet components turn as a vector. -/
def spinRotation (β : ℝ) : Matrix (Fin 3) (Fin 3) ℝ :=
  !![1, 0, 0; 0, Real.cos β, -Real.sin β; 0, Real.sin β, Real.cos β]

/-- The pair Hamiltonian, with singlet energy `ES` and triplet energy `ET`. -/
def pairHamiltonian (ES ET : ℝ) : Matrix (Fin 3) (Fin 3) ℝ :=
  !![ES, 0, 0; 0, ET, 0; 0, 0, ET]

/-- Overlap of a pair of triplet weight `w` with its rotated copy, as a function of
`x = (1 - cos β) / 2`. -/
def overlap (w x : ℝ) : ℝ := 1 - 2 * w * x

/-- Hamiltonian matrix element between a pair and its rotated copy, as a function of
`x = (1 - cos β) / 2`. -/
def energyKernel (w ES ET x : ℝ) : ℝ := (1 - w) * ES + w * ET * (1 - 2 * x)

/-- Singlet-projected energy per pair of `n` distant pairs (`n ≥ 1`). -/
def projectedEnergy (w ES ET : ℝ) (n : ℕ) : ℝ :=
  (∫ x in (0 : ℝ)..1, energyKernel w ES ET x * overlap w x ^ (n - 1)) /
    ∫ x in (0 : ℝ)..1, overlap w x ^ n
```

## Normalised amplitudes: $a^2+b^2=1$

This hypothesis makes $b^2$ a probability and gives the singlet the weight $a^2=1-w$. The rotated pair has components $(a,\,b\cos\beta,\,b\sin\beta)$, so

$$f=a^2+b^2\cos\beta=1-w(1-\cos\beta)=1-2wx,$$
$$h=a^2E_S+b^2E_T\cos\beta=(1-w)E_S+wE_T(1-2x).$$

In `pair_kernels`, `simp` multiplies out the matrices and `linear_combination` uses `hab` to replace $a^2$. Without normalisation the identities fail: for $a=b=1$ and $\beta=0$ the overlap is $2$, whereas $f(0)=1$.

```lean
/-- The overlap and energy kernels are the matrix elements between a normalised pair state
and its rotated copy. -/
theorem pair_kernels {a b : ℝ} (hab : a ^ 2 + b ^ 2 = 1) (ES ET β : ℝ) :
    pairState a b ⬝ᵥ (spinRotation β *ᵥ pairState a b)
        = overlap (b ^ 2) ((1 - Real.cos β) / 2) ∧
      pairState a b ⬝ᵥ (pairHamiltonian ES ET *ᵥ (spinRotation β *ᵥ pairState a b))
        = energyKernel (b ^ 2) ES ET ((1 - Real.cos β) / 2) := by
  constructor
  · simp [pairState, spinRotation, overlap, Matrix.mulVec, dotProduct, Fin.sum_univ_three]
    linear_combination hab
  · simp [pairState, spinRotation, pairHamiltonian, energyKernel, Matrix.mulVec, dotProduct,
      Fin.sum_univ_three]
    linear_combination ES * hab
```

The change of variable has $dx=\tfrac12\sin\beta\,d\beta$ and takes $[0,\pi]$ to $[0,1]$. The theorem `angle_integral` asks for a continuous integrand, which the polynomial kernels provide. The resulting factor $2$ appears in both numerator and denominator and cancels, so `projectedEnergy_eq_angle` identifies the $x$-integrals with the rotation averages.

```lean
/-- For a continuous function of `x = (1 - cos β) / 2`, the integral over `β` from `0` to `π` with
weight `sin β` is twice the integral over `x` from `0` to `1`. -/
theorem angle_integral (g : ℝ → ℝ) (hg : Continuous g) :
    ∫ β in (0 : ℝ)..Real.pi, g ((1 - Real.cos β) / 2) * Real.sin β
      = 2 * ∫ x in (0 : ℝ)..1, g x := by
  have hs := intervalIntegral.integral_comp_mul_deriv (a := 0) (b := Real.pi)
    (f := fun β => (1 - Real.cos β) / 2) (f' := fun β => Real.sin β / 2) (g := g)
    (fun β _ => (((Real.hasDerivAt_cos β).const_sub 1).div_const 2).congr_deriv (by ring))
    (by fun_prop) hg
  have e0 : (1 - Real.cos 0) / 2 = 0 := by simp
  have e1 : (1 - Real.cos Real.pi) / 2 = 1 := by rw [Real.cos_pi]; norm_num
  simp only [Function.comp_apply, e0, e1] at hs
  rw [← hs, ← intervalIntegral.integral_const_mul]
  refine intervalIntegral.integral_congr fun β _ => ?_
  ring

/-- For a normalised pair state, `projectedEnergy` is a ratio of two integrals over the rotation
angle with weight `sin β`: the one-pair Hamiltonian matrix element times the one-pair overlap to the
power `n - 1`, divided by the one-pair overlap to the power `n`. -/
theorem projectedEnergy_eq_angle {a b : ℝ} (hab : a ^ 2 + b ^ 2 = 1) (ES ET : ℝ) (n : ℕ) :
    projectedEnergy (b ^ 2) ES ET n =
      (∫ β in (0 : ℝ)..Real.pi,
        (pairState a b ⬝ᵥ (pairHamiltonian ES ET *ᵥ (spinRotation β *ᵥ pairState a b))) *
          (pairState a b ⬝ᵥ (spinRotation β *ᵥ pairState a b)) ^ (n - 1) * Real.sin β) /
      ∫ β in (0 : ℝ)..Real.pi,
        (pairState a b ⬝ᵥ (spinRotation β *ᵥ pairState a b)) ^ n * Real.sin β := by
  simp only [(pair_kernels hab ES ET _).1, (pair_kernels hab ES ET _).2]
  have h1 := angle_integral
    (fun x => energyKernel (b ^ 2) ES ET x * overlap (b ^ 2) x ^ (n - 1))
    (by unfold energyKernel overlap; fun_prop)
  have h2 := angle_integral (fun x => overlap (b ^ 2) x ^ n) (by unfold overlap; fun_prop)
  beta_reduce at h1 h2
  rw [h1, h2, mul_div_mul_left _ _ (two_ne_zero)]
  rfl
```

## Both spin components present: $0<w<1$

Write $q=1-2w$ and $I_n=\int_0^1 f^n\,dx$. Since $f'=-2w$, the derivative of $-f^{n+1}$ is $2w(n+1)f^n$. With $f(0)=1$ and $f(1)=q$, integration gives

$$2w(n+1)\,I_n=1-q^{n+1}.$$

This is `overlap_moment`, proved by the same antiderivative, and it holds for every real $w$.

```lean
/-- The integrated overlap of `n` pairs, multiplied by `2 w (n + 1)`, in closed form. -/
theorem overlap_moment (w : ℝ) (n : ℕ) :
    2 * w * (n + 1) * ∫ x in (0 : ℝ)..1, overlap w x ^ n = 1 - (1 - 2 * w) ^ (n + 1) := by
  have hd : ∀ x ∈ Set.uIcc (0 : ℝ) 1, HasDerivAt (fun y => -(overlap w y) ^ (n + 1))
      (2 * w * (n + 1) * overlap w x ^ n) x := by
    intro x _
    have h1 : HasDerivAt (overlap w) (-(2 * w)) x := by
      have h := ((hasDerivAt_id x).const_mul (2 * w)).const_sub 1
      rw [mul_one] at h
      exact h
    refine (h1.fun_pow (n + 1)).fun_neg.congr_deriv ?_
    simp only [Nat.add_sub_cancel]
    push_cast
    ring
  rw [← intervalIntegral.integral_const_mul, intervalIntegral.integral_eq_sub_of_hasDerivAt hd
    (Continuous.intervalIntegrable (by unfold overlap; fun_prop) _ _)]
  simp only [overlap, mul_one, mul_zero, sub_zero, one_pow]
  ring
```

The bounds on $w$ say that the pair is a genuine mixture. They give $|q|<1$, so $1-q^{n+1}\neq0$ and the projected norm $I_n$ is non-zero. The lemma `one_sub_pow_ne` records this for the division that follows. The same bound later makes $q^n$ and $nq^n$ tend to zero.

```lean
private lemma one_sub_pow_ne {w : ℝ} (h0 : 0 < w) (h1 : w < 1) (n : ℕ) :
    1 - (1 - 2 * w) ^ (n + 1) ≠ 0 := by
  have hq : |1 - 2 * w| < 1 := abs_lt.mpr ⟨by linarith, by linarith⟩
  have h : |1 - 2 * w| ^ (n + 1) < 1 :=
    pow_lt_one₀ (abs_nonneg _) hq (Nat.succ_ne_zero n)
  have h' := le_abs_self ((1 - 2 * w) ^ (n + 1))
  rw [abs_pow] at h'
  exact ne_of_gt (by linarith)
```

Each end of the interval fails in its own way.

- At $w=1$ the pair is a pure triplet and $f=1-2x$. For odd $n$ the norm $I_n$ is zero: the product has no singlet part, and there is no projected energy. For even $n$ the energy per pair is $E_T$. Lean assigns the value $0$ to the undefined quotients, so for $E_T\neq0$ the formal sequence alternates and has no limit.
- At $w=0$ the pair is already a singlet and $E_n=E_S=h(0)$. The UHF limit survives, but projection gains nothing, whereas the formula $(1-w)(E_T-E_S)$ for the total gain would give $E_T-E_S$.

## At least one pair: $n\ge1$

An energy per pair needs a pair. By hand, the condition ensures that $f\,f^{n-1}=f^n$ involves no negative power. For every $n$, the energy kernel is a linear function of the overlap:

$$h=E_T f-(1-w)(E_T-E_S).$$

Multiplying by $f^{n-1}$, integrating and dividing by $I_n$ gives

$$E_n=E_T-(1-w)(E_T-E_S)\frac{I_{n-1}}{I_n},\qquad
\frac{I_{n-1}}{I_n}=\frac{(n+1)(1-q^n)}{n(1-q^{n+1})}.$$

For $n=1$ the ratio is $2/(1+q)=1/(1-w)$, so $E_1=E_S$, as it must be for a single projected pair.

The proof of `projectedEnergy_closed` uses `hn` to write $n=m+1$, because subtraction on natural numbers stops at zero. For $n=0$ the definition would read $f^{n-1}$ as $f^0$, and the step from $h f^{n-1}$ to $f^n$ would be lost. The intermediate statement `hnum` is the integrated linear relation. The two integrals are then named `A` and `B`, and their ratio follows by cross-multiplication with the two instances of `overlap_moment`.

```lean
/-- Closed form of the projected energy per pair for triplet weight `0 < w < 1` and any number `n ≥
1` of pairs. -/
theorem projectedEnergy_closed {w : ℝ} (h0 : 0 < w) (h1 : w < 1) (ES ET : ℝ) {n : ℕ}
    (hn : 1 ≤ n) :
    projectedEnergy w ES ET n = ET - (1 - w) * (ET - ES) *
      (((n + 1) * (1 - (1 - 2 * w) ^ n)) / (n * (1 - (1 - 2 * w) ^ (n + 1)))) := by
  obtain ⟨m, rfl⟩ : ∃ m, n = m + 1 := ⟨n - 1, by omega⟩
  have hc : ∀ k : ℕ, Continuous fun x => overlap w x ^ k := by
    intro k; unfold overlap; fun_prop
  -- the energy kernel is a linear function of the overlap
  have hnum : ∫ x in (0 : ℝ)..1, energyKernel w ES ET x * overlap w x ^ m
      = ET * (∫ x in (0 : ℝ)..1, overlap w x ^ (m + 1))
        - (1 - w) * (ET - ES) * ∫ x in (0 : ℝ)..1, overlap w x ^ m := by
    rw [← intervalIntegral.integral_const_mul, ← intervalIntegral.integral_const_mul,
      ← intervalIntegral.integral_sub
        (((hc (m + 1)).const_mul ET).intervalIntegrable _ _)
        (((hc m).const_mul _).intervalIntegrable _ _)]
    refine intervalIntegral.integral_congr fun x _ => ?_
    simp only [energyKernel, overlap]
    ring
  have m1 := overlap_moment w m
  have m2 := overlap_moment w (m + 1)
  have hD := one_sub_pow_ne h0 h1 (m + 1)
  unfold projectedEnergy
  rw [Nat.add_sub_cancel, hnum]
  generalize (∫ x in (0 : ℝ)..1, overlap w x ^ m) = A at *
  generalize (∫ x in (0 : ℝ)..1, overlap w x ^ (m + 1)) = B at *
  have hB : B ≠ 0 := by
    rintro rfl
    exact hD (by rw [← m2, mul_zero])
  have hm : ((m + 1 : ℕ) : ℝ) ≠ 0 := Nat.cast_ne_zero.mpr (Nat.succ_ne_zero m)
  have hr : A / B = ((((m + 1 : ℕ) : ℝ) + 1) * (1 - (1 - 2 * w) ^ (m + 1))) /
      (((m + 1 : ℕ) : ℝ) * (1 - (1 - 2 * w) ^ (m + 1 + 1))) := by
    rw [div_eq_div_iff hB (mul_ne_zero hm hD), ← m1, ← m2]
    push_cast
    ring
  rw [← hr, sub_div, mul_div_assoc, div_self hB, mul_one, mul_div_assoc]
```

The limits carry no such hypothesis, since they concern only large $n$; their proofs restrict to $n\ge1$ with `filter_upwards`. At $x=0$ the pair is unrotated, so $h(0)=(1-w)E_S+wE_T$ is the unprojected energy per pair. Subtracting the closed form gives the total gain

$$n\,(h(0)-E_n)=(1-w)(E_T-E_S)\,\frac{1-q^n-nq^n(1-q)}{1-q^{n+1}}.$$

The fraction tends to $1$, so the total gain tends to $(1-w)(E_T-E_S)$. In `total_gain_tendsto`, `h4` is the limit of the right-hand side, and the closing algebra shows that it equals the left-hand side for $n\ge1$. No ordering of the two energies is assumed; the limiting value is a lowering when $E_T>E_S$.

```lean
/-- For triplet weight `0 < w < 1`, the total energy gained by projecting all `n` pairs tends to the
finite value `(1 - w) (ET - ES)`. -/
theorem total_gain_tendsto {w : ℝ} (h0 : 0 < w) (h1 : w < 1) (ES ET : ℝ) :
    Tendsto (fun n : ℕ => (n : ℝ) * (energyKernel w ES ET 0 - projectedEnergy w ES ET n))
      atTop (𝓝 ((1 - w) * (ET - ES))) := by
  have hq : |1 - 2 * w| < 1 := abs_lt.mpr ⟨by linarith, by linarith⟩
  have hp := tendsto_pow_atTop_nhds_zero_of_abs_lt_one hq
  have hnp := tendsto_pow_const_mul_const_pow_of_abs_lt_one 1 hq
  have h4 := ((((tendsto_const_nhds (x := (1 : ℝ))).sub hp).sub
    (hnp.mul_const (1 - (1 - 2 * w)))).div
    ((tendsto_const_nhds (x := (1 : ℝ))).sub (hp.comp (tendsto_add_atTop_nat 1)))
    (by norm_num)).const_mul ((1 - w) * (ET - ES))
  rw [show (1 - w) * (ET - ES) * ((1 - 0 - 0 * (1 - (1 - 2 * w))) / (1 - 0))
    = (1 - w) * (ET - ES) by ring] at h4
  refine h4.congr' ?_
  filter_upwards [eventually_ge_atTop 1] with n hn
  have hn0 : (n : ℝ) ≠ 0 := Nat.cast_ne_zero.mpr (by omega)
  have hD := one_sub_pow_ne h0 h1 n
  rw [projectedEnergy_closed h0 h1 ES ET hn]
  simp only [energyKernel, Pi.div_apply, Function.comp_apply, pow_one]
  generalize 1 - 2 * w = q at hD ⊢
  field_simp
  ring
```

Dividing a convergent total gain by $n$ gives a gain per pair that tends to zero, hence $E_n\to h(0)$. The next proof multiplies the previous limit by $1/n\to0$ and subtracts the result from $h(0)$.

```lean
/-- For triplet weight `0 < w < 1`, the projected energy per pair tends to the unprojected energy
per pair as the number of distant pairs grows. -/
theorem projectedEnergy_tendsto_uhf {w : ℝ} (h0 : 0 < w) (h1 : w < 1) (ES ET : ℝ) :
    Tendsto (projectedEnergy w ES ET) atTop (𝓝 (energyKernel w ES ET 0)) := by
  -- the gain per pair is a bounded total gain divided by n
  have h := (tendsto_const_nhds (x := energyKernel w ES ET 0)).sub
    ((total_gain_tendsto h0 h1 ES ET).mul (tendsto_one_div_atTop_nhds_zero_nat (𝕜 := ℝ)))
  rw [mul_zero, sub_zero] at h
  refine h.congr' ?_
  filter_upwards [eventually_ge_atTop 1] with n hn
  have hn0 : (n : ℝ) ≠ 0 := Nat.cast_ne_zero.mpr (by omega)
  field_simp
  ring
```

## Equal weights: $w=1/2$

Here singlet and triplet contribute equally, as in a pair with one up-spin and one down-spin electron in two orthogonal orbitals, each localised on its own centre. For such a pair $E_T-E_S=-2K\le0$, where $K$ is the exchange integral of the two orbitals, so projection does not lower its energy. At this weight $q=0$, both powers in the closed form vanish for $n\ge1$, and

$$E_n=E_T-\frac{E_T-E_S}{2}\cdot\frac{n+1}{n}=\frac{E_S+E_T}{2}-\frac{E_T-E_S}{2n}.$$

The total gain is therefore $(E_T-E_S)/2$ for every $n\ge1$, not only in the limit. The proof substitutes $w=1/2$ into `projectedEnergy_closed` and removes the powers of zero. For other weights the formula generally fails: at $n=1$ the projected energy is always $E_S$, but for large $n$ the limit is $(1-w)E_S+wE_T$, which differs from the mean when $w\neq1/2$ and $E_S\neq E_T$.

```lean
/-- For pairs with equal singlet and triplet weights, the projected energy per pair lies
exactly `(ET - ES) / (2 n)` below the mean of the singlet and triplet energies. -/
theorem projectedEnergy_half (ES ET : ℝ) {n : ℕ} (hn : 1 ≤ n) :
    projectedEnergy (1 / 2) ES ET n = (ES + ET) / 2 - (ET - ES) / (2 * n) := by
  have hn0 : (n : ℝ) ≠ 0 := Nat.cast_ne_zero.mpr (by omega)
  rw [projectedEnergy_closed (by norm_num) (by norm_num) ES ET hn,
    show (1 : ℝ) - 2 * (1 / 2) = 0 by norm_num, zero_pow (by omega : n ≠ 0),
    zero_pow (Nat.succ_ne_zero n), sub_zero, mul_one, mul_one]
  field_simp
  ring

end

end ProjectedBrokenPairs
```

```lean
#print axioms ProjectedBrokenPairs.projectedEnergy_eq_angle
#print axioms ProjectedBrokenPairs.projectedEnergy_tendsto_uhf
#print axioms ProjectedBrokenPairs.projectedEnergy_half
```

```
'ProjectedBrokenPairs.projectedEnergy_eq_angle' depends on axioms: [propext, Classical.choice, Quot.sound]
'ProjectedBrokenPairs.projectedEnergy_tendsto_uhf' depends on axioms: [propext, Classical.choice, Quot.sound]
'ProjectedBrokenPairs.projectedEnergy_half' depends on axioms: [propext, Classical.choice, Quot.sound]
```

## Local spin in a state of total spin zero

The same argument applies to any one-pair quantity that is diagonal in this basis and unchanged by spin rotation. The squared spin of a single pair, in units of $\hbar^2$, is $0$ in the singlet and $2$ in the triplet. Putting $E_S=0$ and $E_T=2$ gives its mean value per pair in the projected state: it tends to $2w$, and at $w=1/2$ it equals $1-1/n$. The total spin is exactly zero, yet for many distant pairs each one keeps nearly the spin contamination it had before projection.
